# Lower energy bounds on an interval from a positive trial function with Hf ≥ mf

A particle moves on $[a,b]$ in a continuous real potential $V$, in units with $\hbar=\text{mass}=1$. States are real functions $u$ that vanish at the walls. They need not be normalised, so energies are compared with multiples of $\int_a^b u^2$.

In Lean 4 with Mathlib:

```lean
import Mathlib

open Set

namespace BartaBound

noncomputable section
```

Derivatives are passed as separate functions. `IsC1On u u' a b` says that $u'$ is the derivative of $u$ on the closed interval, one-sided at the walls, and is continuous there. Two such statements, for $(f,f')$ and $(f',f'')$, make $f$ a $C^2$ function.

```lean
/-- The function `u` has the continuous derivative `u'` on the closed interval `[a, b]`,
one-sided at the end points. -/
def IsC1On (u u' : ℝ → ℝ) (a b : ℝ) : Prop :=
  (∀ x ∈ Icc a b, HasDerivWithinAt u (u' x) (Icc a b) x) ∧ ContinuousOn u' (Icc a b)
```

The energy of a state is the quadratic form
$$\mathcal E[u]=\int_a^b\left(\tfrac12u'^2+Vu^2\right)dx,$$
which needs only first derivatives.

```lean
/-- The energy integral of `u'^2 / 2 + V u^2` over `[a, b]`, in units with `ħ = mass = 1`. -/
def energy (V u u' : ℝ → ℝ) (a b : ℝ) : ℝ :=
  ∫ x in a..b, (u' x ^ 2 / 2 + V x * u x ^ 2)
```

The Hamiltonian acts pointwise, $Hf=-\tfrac12f''+Vf$. It is a formula for functions here, not an operator on a Hilbert space.

```lean
/-- The Hamiltonian applied to `f` at the point `x`: `-f'' / 2 + V f`. -/
def hamiltonian (V f f'' : ℝ → ℝ) (x : ℝ) : ℝ := -f'' x / 2 + V x * f x
```

## Continuity and boundary values

A differentiable function is continuous, which later supplies integrability.

```lean
variable {V f f' f'' u u' u'' : ℝ → ℝ} {a b m : ℝ}

/-- A continuously differentiable function on `[a, b]` is continuous there. -/
theorem IsC1On.cont (h : IsC1On u u' a b) : ContinuousOn u (Icc a b) :=
  fun x hx => (h.1 x hx).continuousWithinAt
```

The fundamental theorem of calculus gives $\int_a^b u'\,dx=u(b)-u(a)$. Mathlib's version uses the two-sided derivative in the interior and continuity up to the walls.

```lean
/-- The integral of the derivative over `[a, b]` is the difference of the boundary values. -/
theorem IsC1On.integral_deriv (hab : a ≤ b) (h : IsC1On u u' a b) :
    ∫ x in a..b, u' x = u b - u a :=
  intervalIntegral.integral_eq_sub_of_hasDerivAt_of_le hab h.cont
    (fun x hx => (h.1 x (Ioo_subset_Icc_self hx)).hasDerivAt (Icc_mem_nhds hx.1 hx.2))
    (h.2.intervalIntegrable_of_Icc hab)
```

## Completing the square in the energy density

Let $f>0$ and $Hf\ge mf$. Differentiation gives
$$\frac12\left(\frac{u^2f'}{f}\right)'=\frac{uu'f'}{f}+\frac{u^2f''}{2f}-\frac{u^2f'^2}{2f^2}.$$
Subtracting this and $mu^2$ from the energy density leaves
$$\frac12\left(u'-\frac{uf'}{f}\right)^2+\frac{u^2}{f}\,(Hf-mf)\ \ge 0.$$
The lemma states this for the values at one point: `p`, `p'`, `p''` for $f$ and its derivatives, `w`, `w'` for $u$ and $u'$, and `v` for $V$. The identity `key` is checked by `field_simp` and `ring`; `h1` and `h2` are the signs of the two terms.

```lean
/-- Pointwise inequality for the values `p, p', p''` of a positive trial function and its
derivatives, and `w, w'` of a state: if `m p ≤ -p'' / 2 + v p`, then the energy density `w'^2 / 2 +
v w^2` is at least `m w^2` plus half the derivative of `w^2 p' / p`. -/
theorem energy_density_ge {p p' p'' w w' v m : ℝ} (hp : 0 < p)
    (h : m * p ≤ -p'' / 2 + v * p) :
    m * w ^ 2 + (((w' * w + w * w') * p' + w * w * p'') * p - w * w * p' * p') / p ^ 2 / 2
      ≤ w' ^ 2 / 2 + v * w ^ 2 := by
  -- the difference is a square plus a multiple of the excess of the local energy
  have key : w' ^ 2 / 2 + v * w ^ 2 - (m * w ^ 2 +
      (((w' * w + w * w') * p' + w * w * p'') * p - w * w * p' * p') / p ^ 2 / 2)
      = (w' - w * p' / p) ^ 2 / 2 + w ^ 2 / p * (-p'' / 2 + v * p - m * p) := by
    field_simp
    ring
  have h1 : 0 ≤ (w' - w * p' / p) ^ 2 / 2 := by positivity
  have h2 : 0 ≤ w ^ 2 / p * (-p'' / 2 + v * p - m * p) :=
    mul_nonneg (by positivity) (by linarith)
  linarith
```

## Integrating to the Barta bound

Since $u(a)=u(b)=0$, the total derivative integrates to zero:
$$\mathcal E[u]\ge m\int_a^b u^2dx+\frac12\left[\frac{u^2f'}{f}\right]_a^b=m\int_a^b u^2dx.$$
The function $f$ need not be an eigenfunction of $H$. It is assumed positive at the walls too, so the quotient is regular; this excludes the ground state itself as a trial function, since it vanishes there. Barta's inequality also holds for the Laplacian on higher-dimensional domains; only the interval is treated here. In the code `G'` is the derivative of $u^2f'/f$, `hG0` is its vanishing integral, and `integral_mono_on` integrates the pointwise inequality.

```lean
/-- **Barta bound on an interval.** Let `V` be continuous on `[a, b]`. If a positive C² trial
function satisfies `H f ≥ m f` on `[a, b]`, then every C¹ function vanishing at both ends has energy
at least `m` times its squared norm. -/
theorem barta_bound (hab : a ≤ b) (hV : ContinuousOn V (Icc a b))
    (hf : IsC1On f f' a b) (hf' : IsC1On f' f'' a b) (hpos : ∀ x ∈ Icc a b, 0 < f x)
    (hm : ∀ x ∈ Icc a b, m * f x ≤ hamiltonian V f f'' x)
    (hu : IsC1On u u' a b) (ha : u a = 0) (hb : u b = 0) :
    m * ∫ x in a..b, u x ^ 2 ≤ energy V u u' a b := by
  have cu := hu.cont
  have cu' := hu.2
  have cf := hf.cont
  have cf' := hf.2
  have cf'' := hf'.2
  let G' : ℝ → ℝ := fun x =>
    (((u' x * u x + u x * u' x) * f' x + u x * u x * f'' x) * f x
      - u x * u x * f' x * f' x) / f x ^ 2
  -- the boundary function u² f' / f and its derivative
  have hG : IsC1On (fun x => u x * u x * f' x / f x) G' a b := by
    constructor
    · intro x hx
      exact (((hu.1 x hx).fun_mul (hu.1 x hx)).fun_mul (hf'.1 x hx)).fun_div
        (hf.1 x hx) (hpos x hx).ne'
    · exact ContinuousOn.div (by fun_prop) (by fun_prop)
        (fun x hx => pow_ne_zero 2 (hpos x hx).ne')
  have cG := hG.2
  have hG0 : ∫ x in a..b, G' x = 0 := by
    rw [hG.integral_deriv hab]
    simp [ha, hb]
  have i1 : IntervalIntegrable (fun x => m * u x ^ 2) MeasureTheory.volume a b :=
    ContinuousOn.intervalIntegrable_of_Icc hab (by fun_prop)
  have i2 : IntervalIntegrable (fun x => G' x / 2) MeasureTheory.volume a b :=
    ContinuousOn.intervalIntegrable_of_Icc hab (cG.div_const 2)
  have i3 : IntervalIntegrable (fun x => u' x ^ 2 / 2 + V x * u x ^ 2)
      MeasureTheory.volume a b :=
    ContinuousOn.intervalIntegrable_of_Icc hab (((cu'.pow 2).div_const 2).add (hV.mul (cu.pow 2)))
  calc m * ∫ x in a..b, u x ^ 2 = ∫ x in a..b, (m * u x ^ 2 + G' x / 2) := by
        rw [intervalIntegral.integral_add i1 i2, intervalIntegral.integral_const_mul,
          intervalIntegral.integral_div, hG0]
        simp
    _ ≤ energy V u u' a b :=
        intervalIntegral.integral_mono_on hab (i1.add i2) i3
          (fun x hx => energy_density_ge (hpos x hx) (hm x hx))
```

For $u\ne0$, division by $\int u^2$ bounds the Rayleigh quotient below by $m$. For one particle on a finite interval, this complements the upper bounds of the Rayleigh–Ritz method.

## Eigenvalues

For a $C^2$ state,
$$\tfrac12u'^2+Vu^2-u\,Hu=\tfrac12(u'^2+uu'')=\tfrac12(uu')',$$
and the right side integrates to zero, so $\mathcal E[u]=\int_a^b u\,Hu\,dx$.

```lean
/-- For continuous `V` and a C² function `u` vanishing at both ends, the energy is the integral of
`u` times `H u`. -/
theorem energy_eq_expectation (hab : a ≤ b) (hV : ContinuousOn V (Icc a b))
    (hu : IsC1On u u' a b) (hu' : IsC1On u' u'' a b) (ha : u a = 0) (hb : u b = 0) :
    energy V u u' a b = ∫ x in a..b, u x * hamiltonian V u u'' x := by
  have cu := hu.cont
  have cu' := hu.2
  have cu'' := hu'.2
  have hF : IsC1On (fun x => u x * u' x) (fun x => u' x * u' x + u x * u'' x) a b :=
    ⟨fun x hx => (hu.1 x hx).fun_mul (hu'.1 x hx), (cu'.mul cu').add (cu.mul cu'')⟩
  have hF0 := hF.integral_deriv hab
  have i1 : IntervalIntegrable (fun x => u' x ^ 2 / 2 + V x * u x ^ 2)
      MeasureTheory.volume a b :=
    ContinuousOn.intervalIntegrable_of_Icc hab (((cu'.pow 2).div_const 2).add (hV.mul (cu.pow 2)))
  have i2 : IntervalIntegrable (fun x => u x * (-u'' x / 2 + V x * u x))
      MeasureTheory.volume a b :=
    ContinuousOn.intervalIntegrable_of_Icc hab
      (cu.mul ((cu''.neg.div_const 2).add (hV.mul cu)))
  have e : ∀ x, u' x ^ 2 / 2 + V x * u x ^ 2 - u x * (-u'' x / 2 + V x * u x)
      = (u' x * u' x + u x * u'' x) / 2 := fun x => by ring
  unfold energy hamiltonian
  rw [← sub_eq_zero, ← intervalIntegral.integral_sub i1 i2]
  simp only [e]
  rw [intervalIntegral.integral_div, hF0]
  simp [ha, hb]
```

If $Hu=Eu$, this becomes $\mathcal E[u]=E\int u^2$, and the Barta bound gives $m\int u^2\le E\int u^2$. A continuous $u$ that is nonzero somewhere on an interval with $a<b$ has $\int u^2>0$, so $m\le E$. The eigenfunction is a hypothesis; its existence is not derived.

```lean
/-- Let `V` be continuous. If `H f ≥ m f` for a positive C² trial function, then every energy
eigenvalue `E` with an eigenfunction vanishing at both ends satisfies `m ≤ E`. -/
theorem barta_eigenvalue {E : ℝ} (hab : a < b) (hV : ContinuousOn V (Icc a b))
    (hf : IsC1On f f' a b) (hf' : IsC1On f' f'' a b) (hpos : ∀ x ∈ Icc a b, 0 < f x)
    (hm : ∀ x ∈ Icc a b, m * f x ≤ hamiltonian V f f'' x)
    (hu : IsC1On u u' a b) (hu' : IsC1On u' u'' a b) (ha : u a = 0) (hb : u b = 0)
    (hE : ∀ x ∈ Icc a b, hamiltonian V u u'' x = E * u x)
    (hne : ∃ x ∈ Icc a b, u x ≠ 0) : m ≤ E := by
  have hN : 0 < ∫ x in a..b, u x ^ 2 := by
    obtain ⟨c, hc, hc0⟩ := hne
    exact intervalIntegral.integral_pos hab (hu.cont.pow 2) (fun x _ => sq_nonneg (u x))
      ⟨c, hc, by positivity⟩
  have h := barta_bound hab.le hV hf hf' hpos hm hu ha hb
  have h2 : ∫ x in a..b, u x * hamiltonian V u u'' x = E * ∫ x in a..b, u x ^ 2 := by
    rw [← intervalIntegral.integral_const_mul]
    apply intervalIntegral.integral_congr
    intro x hx
    rw [uIcc_of_le hab.le] at hx
    simp only [hE x hx]
    ring
  rw [energy_eq_expectation hab.le hV hu hu' ha hb, h2] at h
  exact le_of_mul_le_mul_right h hN
```

## An upper bound on the trial energy

Now let $f\ge0$ vanish at the walls and satisfy $Hf\le Mf$. Multiplication by $f$ preserves the inequality, so
$$\mathcal E[f]=\int_a^b f\,Hf\,dx\le M\int_a^b f^2dx.$$
This concerns the energy of $f$ itself; passing to the lowest eigenvalue would need the variational principle as well.

```lean
/-- For continuous `V`, a nonnegative C² trial function that vanishes at both ends and satisfies `H
f ≤ M f` has energy at most `M` times its squared norm. -/
theorem trial_energy_le {M : ℝ} (hab : a ≤ b) (hV : ContinuousOn V (Icc a b))
    (hf : IsC1On f f' a b) (hf' : IsC1On f' f'' a b) (hnn : ∀ x ∈ Icc a b, 0 ≤ f x)
    (ha : f a = 0) (hb : f b = 0)
    (hM : ∀ x ∈ Icc a b, hamiltonian V f f'' x ≤ M * f x) :
    energy V f f' a b ≤ M * ∫ x in a..b, f x ^ 2 := by
  rw [energy_eq_expectation hab hV hf hf' ha hb, ← intervalIntegral.integral_const_mul]
  apply intervalIntegral.integral_mono_on hab
  · exact ContinuousOn.intervalIntegrable_of_Icc hab
      (hf.cont.mul ((hf'.2.neg.div_const 2).add (hV.mul hf.cont)))
  · exact ContinuousOn.intervalIntegrable_of_Icc hab ((hf.cont.pow 2).const_mul M)
  · intro x hx
    have := mul_le_mul_of_nonneg_left (hM x hx) (hnn x hx)
    linarith
```

## Anharmonic and double wells

Take $V=\tfrac12kx^2+gx^4$ with $g>0$ and $k$ of either sign, and the Gaussian $f=e^{-\alpha x^2/2}$.

```lean
/-- The Gaussian trial function `exp (-α x^2 / 2)`. -/
def gaussian (α x : ℝ) : ℝ := Real.exp (-α / 2 * (x * x))
```

Here $f'=-\alpha xf$ and $f''=(\alpha^2x^2-\alpha)f$, so
$$\frac{Hf}{f}=\frac\alpha2+\frac{k-\alpha^2}{2}x^2+gx^4
=\frac\alpha2-\frac{(\alpha^2-k)^2}{16g}+g\left(x^2-\frac{\alpha^2-k}{4g}\right)^2.$$
Dropping the last square gives an admissible $m$, the same for every interval and valid for each real $\alpha$. In the proof `d1` and `d2` are the two derivatives, and `key` is the completed square multiplied by $f$.

```lean
/-- For the potential `k x^2 / 2 + g x^4` with `g > 0` and `k` of either sign, every C¹ function
vanishing at the ends of an interval has energy at least `α / 2 - (α^2 - k)^2 / (16 g)` times its
squared norm, for each real `α`. -/
theorem anharmonic_lower_bound (k α : ℝ) {g : ℝ} (hg : 0 < g) (hab : a ≤ b)
    (hu : IsC1On u u' a b) (ha : u a = 0) (hb : u b = 0) :
    (α / 2 - (α ^ 2 - k) ^ 2 / (16 * g)) * ∫ x in a..b, u x ^ 2
      ≤ energy (fun x => k * x ^ 2 / 2 + g * x ^ 4) u u' a b := by
  have d1 : ∀ x, HasDerivAt (gaussian α) (-α * x * gaussian α x) x := fun x =>
    ((((hasDerivAt_id' x).fun_mul (hasDerivAt_id' x)).const_mul (-α / 2)).exp).congr_deriv
      (by unfold gaussian; ring)
  have d2 : ∀ x, HasDerivAt (fun y => -α * y * gaussian α y)
      ((α ^ 2 * x ^ 2 - α) * gaussian α x) x := fun x =>
    (((hasDerivAt_id' x).const_mul (-α)).fun_mul (d1 x)).congr_deriv (by ring)
  have c0 : Continuous (gaussian α) := by
    unfold gaussian
    fun_prop
  refine barta_bound (f := gaussian α) (f' := fun y => -α * y * gaussian α y)
    (f'' := fun y => (α ^ 2 * y ^ 2 - α) * gaussian α y) hab
    (Continuous.continuousOn (by fun_prop))
    ⟨fun x _ => (d1 x).hasDerivWithinAt, Continuous.continuousOn (by fun_prop)⟩
    ⟨fun x _ => (d2 x).hasDerivWithinAt, Continuous.continuousOn (by fun_prop)⟩
    (fun x _ => Real.exp_pos _) ?_ hu ha hb
  intro x _
  have hp : 0 < gaussian α x := Real.exp_pos _
  -- complete the square in x² in the local energy
  have key : -((α ^ 2 * x ^ 2 - α) * gaussian α x) / 2
      + (k * x ^ 2 / 2 + g * x ^ 4) * gaussian α x
      - (α / 2 - (α ^ 2 - k) ^ 2 / (16 * g)) * gaussian α x
      = gaussian α x * (g * (x ^ 2 - (α ^ 2 - k) / (4 * g)) ^ 2) := by
    field_simp
    ring
  have h0 : 0 ≤ gaussian α x * (g * (x ^ 2 - (α ^ 2 - k) / (4 * g)) ^ 2) := by positivity
  simp only [hamiltonian]
  linarith

end

end BartaBound
```

Two special values of $\alpha$ are familiar. For $k>0$, $\alpha=\sqrt k$ gives $m=\sqrt k/2$, the harmonic zero-point energy. For $k<0$, $\alpha=0$ makes $f$ constant and gives $m=-k^2/(16g)$, the minimum of the double-well potential. Neither is the best bound of this family: in both cases $dm/d\alpha=\tfrac12$, so a slightly larger $\alpha$ gives a larger $m$.

```lean
#print axioms BartaBound.barta_bound
#print axioms BartaBound.barta_eigenvalue
#print axioms BartaBound.trial_energy_le
#print axioms BartaBound.anharmonic_lower_bound
```

```
'BartaBound.barta_bound' depends on axioms: [propext, Classical.choice, Quot.sound]
'BartaBound.barta_eigenvalue' depends on axioms: [propext, Classical.choice, Quot.sound]
'BartaBound.trial_energy_le' depends on axioms: [propext, Classical.choice, Quot.sound]
'BartaBound.anharmonic_lower_bound' depends on axioms: [propext, Classical.choice, Quot.sound]
```
